# The virial equation for classical particles with a smooth potential in a cubic box

Put one classical particle on the segment $[0,L]$, with a continuously differentiable potential energy $U(x)$ and inverse temperature $\beta = 1/(k_BT)$. Its configurational partition function is

$$Z(L)=\int_0^L e^{-\beta U(x)}\,dx = L\int_0^1 e^{-\beta U(Ls)}\,ds ,$$

where $x = Ls$. In the second form the limits are fixed, and $L$ appears only in the prefactor and inside $U$. The product rule gives

$$L\frac{dZ}{dL} = Z-\beta\int_0^L x\,U'(x)\,e^{-\beta U(x)}\,dx .$$

In one dimension the volume is $L$ and the pressure is $P=\beta^{-1}\,d\log Z/dL$. Dividing by $\beta Z$ gives $PL = 1/\beta-\langle x\,U'\rangle$, where the brackets denote the Boltzmann average. The prefactor has produced the ideal-gas term, and the stretching of the coordinates has produced the virial.

## From one particle to N particles in d dimensions

Let $N$ particles with positions $r_i$ move in the cube $[0,L]^d$, with $d\ge 1$, $L>0$ and $\beta>0$. Their potential energy $U$ is continuously differentiable on all of configuration space and does not depend on $L$. Write $x$ for the list of all $Nd$ coordinates, $B_L$ for the set of configurations inside the cube, and

$$W(x)=\sum_i r_i\cdot\nabla_i U(x)=x\cdot\nabla U(x)$$

for the virial. The claim is that, at $V=L^d$,

$$PV=\frac N\beta-\frac{\langle W\rangle}{d},\qquad P=\frac1\beta\frac{d\log Z}{dV}.$$

**Scaling.** For a side $l>0$, substituting $x=ls$ gives

$$Z(l)=l^{Nd}g(l),\qquad g(l)=\int_{B_1}e^{-\beta U(ls)}\,ds .$$

**Differentiating the integral.** By the chain rule the integrand of $g$ has the $l$-derivative $-\beta\,\big(s\cdot\nabla U(ls)\big)\,e^{-\beta U(ls)}$. This is continuous in $(l,s)$, hence bounded for $l\in[L-1,L+1]$ and $s\in B_1$, and a constant bound is integrable over the unit box. The derivative may therefore be taken under the integral. Since $L\,s\cdot\nabla U(Ls)=W(Ls)$,

$$L\,g'(L)=-\beta\int_{B_1}W(Ls)\,e^{-\beta U(Ls)}\,ds .$$

**The product rule.** Differentiating $l^{Nd}g(l)$ at $L$ and returning to the original coordinates,

$$L\frac{dZ}{dL}=Nd\,Z-\beta\int_{B_L}W\,e^{-\beta U}\,dx .$$

**From side to volume.** $Z$ is positive, so we may divide by it: $L\,d\log Z/dL=Nd-\beta\langle W\rangle$. With $L=V^{1/d}$ we have $dL/dV=L/(dV)$, where the denominator is the product of $d$ and $V$. Hence

$$V\frac{d\log Z}{dV}=\frac1d\,L\frac{d\log Z}{dL}=N-\frac{\beta\langle W\rangle}{d},$$

and dividing by $\beta$ gives the claim.

**Pair potentials.** Let $U=\sum_{i<j}\varphi(r_{ij})$ with $r_{ij}=r_i-r_j$. A dilation by $t$ sends every $r_{ij}$ to $t\,r_{ij}$. Differentiating $U(tx)=\sum_{i<j}\varphi(t\,r_{ij})$ at $t=1$ gives

$$W=\sum_{i<j}r_{ij}\cdot\nabla\varphi(r_{ij}).$$

**No interactions.** If $U=0$, then $W=0$ and $\beta PV=N$.

## Configurations, averages and pressure in Lean

```lean
import Mathlib

open MeasureTheory
open scoped Pointwise Topology

namespace VirialPressure

noncomputable section
```

A configuration is a real function on particle–axis pairs, so `x (i, a)` is component `a` of $r_i$.

```lean
/-- A configuration of `N` particles in `d` dimensions: one real coordinate for each
particle and each axis. -/
abbrev Config (N d : ℕ) := Fin N × Fin d → ℝ
```

The box is an order interval: every coordinate lies between $0$ and $L$. The walls are hard, and one corner stays at the origin as the cube grows.

```lean
variable {N d : ℕ}

/-- The configurations in which every particle lies in the cube `[0, L]^d`. -/
def box (N d : ℕ) (L : ℝ) : Set (Config N d) := Set.Icc 0 (fun _ => L)
```

The partition function is an integral over positions only. The momentum integral and the factor $1/N!$ do not depend on the volume, so they would not change the pressure.

```lean
/-- The configurational partition function: the integral of `exp (-β U)` over the box. -/
def partitionFn (β : ℝ) (U : Config N d → ℝ) (L : ℝ) : ℝ :=
  ∫ x in box N d L, Real.exp (-β * U x)
```

Averages are normalised by $Z$.

```lean
/-- The canonical average of an observable `A` integrable over the box of side `L`, for `L > 0` and
continuous `U`, where the partition function is not zero. -/
def average (β : ℝ) (U : Config N d → ℝ) (L : ℝ) (A : Config N d → ℝ) : ℝ :=
  (∫ x in box N d L, A x * Real.exp (-β * U x)) / partitionFn β U L
```

The virial is written out in coordinates: `Pi.single (i, a) 1` is the unit vector along one coordinate, and `fderiv` applied to it is the corresponding partial derivative.

```lean
/-- The virial `∑ r_i · ∇_i U` of a differentiable potential, written out in coordinates. -/
def virial (U : Config N d → ℝ) (x : Config N d) : ℝ :=
  ∑ i, ∑ a, x (i, a) * fderiv ℝ U x (Pi.single (i, a) 1)
```

The pressure is an actual derivative with respect to volume, with the side recovered as $V^{1/d}$. The function `U` is the same for every side, so a potential that itself changes with the box, as under periodic boundary conditions, is not covered.

```lean
/-- The pressure `(1/β) d log Z / dV` at volume `V`, the cube having side `V^(1/d)`; the domain is
`β ≠ 0`, `d ≥ 1`, `V > 0` and continuous `U`. -/
def pressure (β : ℝ) (U : Config N d → ℝ) (V : ℝ) : ℝ :=
  deriv (fun v : ℝ => 1 / β * Real.log (partitionFn β U (v ^ (d : ℝ)⁻¹))) V
```

## Dilations and the partition function

The first lemma is the identity $W(x)=x\cdot\nabla U(x)$. The proof expands `x` in unit vectors and uses the linearity of the derivative.

```lean
/-- For a differentiable potential, the virial is the derivative of the potential along the position
vector. -/
theorem virial_eq_fderiv (U : Config N d → ℝ) (x : Config N d) :
    virial U x = fderiv ℝ U x x := by
  have hx : x = ∑ p, x p • (Pi.single p (1 : ℝ) : Config N d) := by
    ext q
    simp [Finset.sum_apply, Pi.single_apply]
  have h := congrArg (fderiv ℝ U x) hx
  rw [h]
  simp only [map_sum, map_smul, smul_eq_mul, Fintype.sum_prod_type, virial]
```

The next lemma is the chain rule along the ray $t\mapsto ts$. It is stated for any normed space, because it is needed both for whole configurations and for single separation vectors.

```lean
/-- Under a uniform dilation `l s`, a continuously differentiable function changes at the
rate given by its derivative in the direction `s`. -/
theorem hasDerivAt_dilation {E : Type*} [NormedAddCommGroup E] [NormedSpace ℝ E]
    {f : E → ℝ} (hf : ContDiff ℝ 1 f) (s : E) (l : ℝ) :
    HasDerivAt (fun t : ℝ => f (t • s)) (fderiv ℝ f (l • s) s) l := by
  have hline : HasDerivAt (fun t : ℝ => t • s) s l := by
    simpa using (hasDerivAt_id l).smul_const s
  exact (hf.differentiable (by simp) (l • s)).hasFDerivAt.comp_hasDerivAt l hline
```

The substitution $x=Ls$ has two ingredients: the unit box scaled by $L$ is the box of side $L$ (`hs`), and the configuration space has dimension $Nd$ (`hfin`), which fixes the power of $L$.

```lean
/-- Scaled coordinates: for `L > 0` an integral over the box of side `L` is `L^(N d)` times
an integral over the unit box. -/
theorem integral_box_scaling (f : Config N d → ℝ) {L : ℝ} (hL : 0 < L) :
    ∫ x in box N d L, f x = L ^ (N * d) * ∫ s in box N d 1, f (L • s) := by
  have hs : L • box N d 1 = box N d L := by
    ext x
    rw [Set.mem_smul_set_iff_inv_smul_mem₀ hL.ne']
    simp only [box, Set.mem_Icc, Pi.le_def, Pi.smul_apply, Pi.zero_apply, smul_eq_mul]
    refine and_congr (forall_congr' fun i => ?_) (forall_congr' fun i => ?_)
    · exact mul_nonneg_iff_of_pos_left (inv_pos.2 hL)
    · rw [inv_mul_le_iff₀ hL, mul_one]
  have hfin : Module.finrank ℝ (Config N d) = N * d := by simp
  have h := Measure.setIntegral_comp_smul_of_pos (μ := volume) f (box N d 1) hL
  rw [hs, hfin, smul_eq_mul] at h
  rw [h, ← mul_assoc, mul_inv_cancel₀ (pow_ne_zero _ hL.ne'), one_mul]
```

Positivity of $Z$ holds because the box has nonzero volume and the exponential is positive and integrable on it.

```lean
/-- For a continuous potential and `L > 0` the partition function is positive. -/
theorem partitionFn_pos (β : ℝ) {U : Config N d → ℝ} (hU : Continuous U) {L : ℝ}
    (hL : 0 < L) : 0 < partitionFn β U L := by
  have hvol : volume (box N d L) ≠ 0 := by
    rw [box, Real.volume_Icc_pi]
    exact Finset.prod_ne_zero_iff.2 fun i _ => by simpa using hL
  have : NeZero (volume.restrict (box N d L)) :=
    ⟨fun h => hvol (Measure.restrict_eq_zero.1 h)⟩
  have hc : Continuous fun x => Real.exp (-β * U x) := by fun_prop
  exact integral_exp_pos (hc.continuousOn.integrableOn_compact isCompact_Icc)
```

The formula for $L\,dZ/dL$ comes next, stated with the factor $L$ divided over to the right-hand side. In the proof, `hG` is the joint continuity of the differentiated integrand, and `C` is its bound on the compact set of sides and scaled configurations. `hI` is the resulting derivative of $g$, and `hp` differentiates the power of $l$. The equation `key` turns $s\cdot\nabla U(Ls)$ into the virial at $Ls$. The product rule is applied to $l^{Nd}g(l)$, which agrees with $Z(l)$ for all $l$ near $L$ because these are positive.

```lean
/-- Response of the partition function to the side `L > 0` of the box, for a continuously
differentiable potential: `L dZ/dL = N d Z - β ∫ (∑ r_i · ∇_i U) exp (-β U)`. -/
theorem hasDerivAt_partitionFn (β : ℝ) {U : Config N d → ℝ} (hU : ContDiff ℝ 1 U) {L : ℝ}
    (hL : 0 < L) :
    HasDerivAt (partitionFn β U) ((N * d * partitionFn β U L
      - β * ∫ x in box N d L, virial U x * Real.exp (-β * U x)) / L) L := by
  have hUc := hU.continuous
  have hK : IsCompact (box N d 1) := isCompact_Icc
  have hD : Continuous fun p : ℝ × Config N d => fderiv ℝ U (p.1 • p.2) p.2 :=
    ((hU.continuous_fderiv (by simp)).comp
      (continuous_fst.smul continuous_snd)).clm_apply continuous_snd
  have hG : Continuous fun p : ℝ × Config N d =>
      Real.exp (-β * U (p.1 • p.2)) * (-β * fderiv ℝ U (p.1 • p.2) p.2) :=
    (Real.continuous_exp.comp (continuous_const.mul
      (hUc.comp (continuous_fst.smul continuous_snd)))).mul (continuous_const.mul hD)
  have hF : ∀ l : ℝ, Continuous fun s : Config N d => Real.exp (-β * U (l • s)) :=
    fun l => by fun_prop
  -- the integrand's derivative is bounded on a compact set of sides and configurations
  obtain ⟨C, hC⟩ := ((isCompact_Icc (a := L - 1) (b := L + 1)).prod
    hK).exists_bound_of_continuousOn hG.continuousOn
  have hI := (hasDerivAt_integral_of_dominated_loc_of_deriv_le
    (μ := volume.restrict (box N d 1))
    (F := fun (l : ℝ) (s : Config N d) => Real.exp (-β * U (l • s)))
    (F' := fun (l : ℝ) (s : Config N d) =>
      Real.exp (-β * U (l • s)) * (-β * fderiv ℝ U (l • s) s))
    (bound := fun _ => C)
    (Icc_mem_nhds (by linarith : L - 1 < L) (by linarith : L < L + 1))
    (Filter.Eventually.of_forall fun l => (hF l).aestronglyMeasurable)
    ((hF L).continuousOn.integrableOn_compact hK)
    (hG.comp (continuous_const.prodMk continuous_id)).aestronglyMeasurable
    ((ae_restrict_mem hK.measurableSet).mono fun s hs l hl => hC (l, s) ⟨hl, hs⟩)
    (continuous_const.continuousOn.integrableOn_compact hK)
    (Filter.Eventually.of_forall fun s l _ =>
      ((hasDerivAt_dilation hU s l).const_mul (-β)).exp)).2
  have hp : ∀ n : ℕ, HasDerivAt (fun l : ℝ => l ^ n) (n * L ^ n * L⁻¹) L := by
    intro n
    refine (hasDerivAt_pow n L).congr_deriv ?_
    rcases n with _ | n
    · simp
    · rw [Nat.add_sub_cancel, ← div_eq_mul_inv, eq_div_iff hL.ne']
      ring
  have key : β * ∫ s in box N d 1, virial U (L • s) * Real.exp (-β * U (L • s)) =
      -L * ∫ s in box N d 1,
        Real.exp (-β * U (L • s)) * (-β * fderiv ℝ U (L • s) s) := by
    rw [← integral_const_mul, ← integral_const_mul]
    refine integral_congr_ae (Filter.Eventually.of_forall fun s => ?_)
    simp only [virial_eq_fderiv, map_smul, smul_eq_mul]
    ring
  have hLL : L * L⁻¹ = 1 := mul_inv_cancel₀ hL.ne'
  -- product rule for `Z(l) = l^(N d) * (integral over the unit box)`
  refine (((hp (N * d)).fun_mul hI).congr_of_eventuallyEq
    ((eventually_gt_nhds hL).mono fun l hl => integral_box_scaling _ hl)).congr_deriv ?_
  rw [partitionFn, integral_box_scaling _ hL, integral_box_scaling _ hL, div_eq_mul_inv]
  push_cast
  linear_combination L ^ (N * d) * L⁻¹ * key - L ^ (N * d) * (∫ s in box N d 1,
    Real.exp (-β * U (L • s)) * (-β * fderiv ℝ U (L • s) s)) * hLL
```

## The virial equation

The following theorem carries out the change from side to volume. `hside` is $dL/dV=L/(dV)$, `hlog` is the derivative of $\log Z$ with respect to the side, and their composition gives the volume derivative. Because the statement is a `HasDerivAt`, it includes differentiability; Lean's `deriv` alone would return zero for a function that has no derivative.

```lean
/-- For `d ≥ 1`, `β > 0`, `L > 0` and a continuously differentiable potential, `(1/β) log Z`
is differentiable in the volume at `V = L^d`, with derivative
`(N/β - ⟨∑ r_i · ∇_i U⟩/d) / V`. -/
theorem hasDerivAt_log_partitionFn (hd : d ≠ 0) {β : ℝ} (hβ : 0 < β)
    {U : Config N d → ℝ} (hU : ContDiff ℝ 1 U) {L : ℝ} (hL : 0 < L) :
    HasDerivAt (fun v : ℝ => 1 / β * Real.log (partitionFn β U (v ^ (d : ℝ)⁻¹)))
      ((N / β - average β U L (virial U) / d) / L ^ d) (L ^ d) := by
  have hz := (partitionFn_pos β hU.continuous hL).ne'
  have hV : L ^ d ≠ 0 := pow_ne_zero _ hL.ne'
  have hd' : (d : ℝ) ≠ 0 := Nat.cast_ne_zero.2 hd
  have hroot : (L ^ d) ^ (d : ℝ)⁻¹ = L := Real.pow_rpow_inv_natCast hL.le hd
  -- the side as a function of the volume
  have hside : HasDerivAt (fun v : ℝ => v ^ (d : ℝ)⁻¹) ((d : ℝ)⁻¹ * (L / L ^ d)) (L ^ d) := by
    have h := Real.hasDerivAt_rpow_const (x := L ^ d) (p := (d : ℝ)⁻¹) (Or.inl hV)
    rwa [Real.rpow_sub_one hV, hroot] at h
  have hlog := (hasDerivAt_partitionFn β hU hL).log hz
  rw [← hroot] at hlog
  have h := (hlog.comp (L ^ d) hside).const_mul (1 / β)
  simp only [hroot] at h
  refine h.congr_deriv ?_
  rw [average]
  field_simp
```

Multiplying by $V=L^d$ gives the virial equation. The hypotheses are those of the derivation: `hd` says that there is at least one dimension, `hβ` that the temperature is positive and finite, `hL` that the box has positive side, and `hU` that the potential is continuously differentiable on all of configuration space. The last one stands for forces that stay finite and vary continuously even when particles coincide. It excludes hard spheres as well as Lennard-Jones and bare Coulomb interactions, which diverge at zero separation. `U` may contain external fields as well as interactions. In an external field the pressure can differ from wall to wall, and $P$ is then the mean force per unit area on the $d$ faces of the cube that move as $L$ grows.

```lean
/-- The virial equation: for `d ≥ 1`, `β > 0`, `L > 0` and a continuously differentiable
potential, `P V = N/β - ⟨∑ r_i · ∇_i U⟩/d` at `V = L^d`. -/
theorem virial_pressure (hd : d ≠ 0) {β : ℝ} (hβ : 0 < β)
    {U : Config N d → ℝ} (hU : ContDiff ℝ 1 U) {L : ℝ} (hL : 0 < L) :
    pressure β U (L ^ d) * L ^ d = N / β - average β U L (virial U) / d := by
  rw [pressure, (hasDerivAt_log_partitionFn hd hβ hU hL).deriv]
  exact div_mul_cancel₀ _ (pow_ne_zero _ hL.ne')
```

## Pair potentials and the ideal gas

For pair interactions we need the separation vector and an energy that counts each pair once.

```lean
/-- The separation vector `r_i - r_j` of two particles. -/
def sep (x : Config N d) (i j : Fin N) : Fin d → ℝ := fun a => x (i, a) - x (j, a)
```

The inner sum over `Finset.Ioi i` runs over the particles `j` with $j>i$. The function `φ` takes the whole separation vector, so it need not be central.

```lean
/-- The energy of a pair potential `φ`, each pair `i < j` being counted once. -/
def pairEnergy (φ : (Fin d → ℝ) → ℝ) (x : Config N d) : ℝ :=
  ∑ i, ∑ j ∈ Finset.Ioi i, φ (sep x i j)
```

In the pair formula, `fderiv ℝ φ (sep x i j) (sep x i j)` is $r_{ij}\cdot\nabla\varphi(r_{ij})$. For a central potential $\varphi(r)=v(|r|)$ this is $|r_{ij}|\,v'(|r_{ij}|)$ at nonzero separation. The proof computes the rate of change of the energy under dilation in two ways, once for the whole configuration and once pair by pair, and concludes by uniqueness of the derivative.

```lean
/-- For a continuously differentiable pair potential and `d ≥ 1`, `β > 0`, `L > 0`, the virial
in the pressure is the sum over pairs of `r_ij · ∇φ(r_ij)`. -/
theorem virial_pressure_pair (hd : d ≠ 0) {β : ℝ} (hβ : 0 < β)
    {φ : (Fin d → ℝ) → ℝ} (hφ : ContDiff ℝ 1 φ) {L : ℝ} (hL : 0 < L) :
    pressure β (pairEnergy (N := N) φ) (L ^ d) * L ^ d = N / β
      - average β (pairEnergy (N := N) φ) L (fun x => ∑ i, ∑ j ∈ Finset.Ioi i,
          fderiv ℝ φ (sep x i j) (sep x i j)) / d := by
  have hU : ContDiff ℝ 1 (pairEnergy (N := N) φ) := by
    refine ContDiff.sum fun i _ => ContDiff.sum fun j _ => hφ.comp ?_
    exact contDiff_pi.2 fun a => (contDiff_apply ℝ ℝ (i, a)).sub (contDiff_apply ℝ ℝ (j, a))
  have hvir : virial (pairEnergy (N := N) φ) = fun x => ∑ i, ∑ j ∈ Finset.Ioi i,
      fderiv ℝ φ (sep x i j) (sep x i j) := by
    funext x
    have hs : ∀ (t : ℝ) (i j : Fin N), sep (t • x) i j = t • sep x i j := by
      intro t i j
      ext a
      simp [sep, mul_sub]
    -- compare two expressions for the rate of change under dilation
    have h1 := hasDerivAt_dilation hU x 1
    rw [one_smul] at h1
    rw [virial_eq_fderiv]
    refine h1.unique ?_
    simp only [pairEnergy, hs]
    exact HasDerivAt.fun_sum fun i _ => HasDerivAt.fun_sum fun j _ => by
      simpa only [one_smul] using hasDerivAt_dilation hφ (sep x i j) 1
  rw [virial_pressure hd hβ hU hL, hvir]
```

Molecular simulations commonly estimate the pressure from such a pair sum; the theorem justifies it for classical particles with a smooth pair potential between hard walls, while periodic simulation cells need their own derivation.

With zero potential the virial vanishes and the ideal gas law remains.

```lean
/-- The ideal gas law: for zero potential (no interactions and no external field), `β P V = N` at
`V = L^d`, for `d ≥ 1`, `β > 0`, `L > 0`. -/
theorem ideal_gas (hd : d ≠ 0) {β : ℝ} (hβ : 0 < β) {L : ℝ} (hL : 0 < L) :
    β * (pressure β (fun _ : Config N d => 0) (L ^ d) * L ^ d) = N := by
  have h0 : average β (fun _ : Config N d => 0) L (virial fun _ => 0) = 0 := by
    simp [average, virial]
  rw [virial_pressure hd hβ contDiff_const hL, h0, zero_div, sub_zero]
  field_simp

end

end VirialPressure
```

```lean
#print axioms VirialPressure.virial_pressure
-- 'VirialPressure.virial_pressure' depends on axioms: [propext, Classical.choice, Quot.sound]
#print axioms VirialPressure.virial_pressure_pair
-- 'VirialPressure.virial_pressure_pair' depends on axioms: [propext, Classical.choice, Quot.sound]
#print axioms VirialPressure.ideal_gas
-- 'VirialPressure.ideal_gas' depends on axioms: [propext, Classical.choice, Quot.sound]
```
